# Biorthogonal PAW projectors from linearly independent partial waves

Let $u_i$ be finitely many real functions, continuous and linearly independent on $[0,R]$ with $R>0$, and let $k$ be continuous on $[0,R]$ and positive on $(0,R)$. Then the matrix

$$B_{ij}=\int_0^R k\,u_i u_j\,dr$$

is positive definite, and the functions $p_i=\sum_j (B^{-1})_{ij}\,k\,u_j$ satisfy $\int_0^R p_i u_j\,dr=\delta_{ij}$.

In the projector augmented-wave method, projectors extract the partial-wave coefficients of a smooth wave function inside an augmentation sphere of radius $R$. The result supplies them for a finite set of real radial functions in one angular-momentum channel. Here $u_i$ is $r$ times the radial part of a smooth partial wave, so the measure is $dr$. The weight $k$, which is not a wave number, shapes the projectors within the sphere.

## Positivity, inversion and uniqueness

$B$ is symmetric. For real coefficients $c_i$, put $s=\sum_i c_i u_i$. Expanding the square gives

$$c^{T}Bc=\sum_{i,j}c_ic_j\int_0^R k\,u_iu_j\,dr=\int_0^R k\,s^2\,dr .$$

Suppose $c\neq0$. If $s$ vanished on $(0,R)$, continuity would make it vanish on $[0,R]$, contradicting independence. So $s(r_0)\neq0$ for some $r_0\in(0,R)$, where $k s^2>0$. By continuity the integrand is positive near $r_0$ and non-negative on all of $[0,R]$, so the integral is positive.

Conversely, let $B$ be positive definite. If $s=0$ on $[0,R]$, then $c^TBc=0$, hence $c=0$, and the $u_i$ are independent.

For any square matrix $A$,

$$\int_0^R\Big(\sum_l A_{il}\,k\,u_l\Big)u_j\,dr=\sum_l A_{il}B_{lj}=(AB)_{ij}.$$

A positive definite $B$ is invertible, and $A=B^{-1}$ gives $\delta_{ij}$. If some $A$ gives $\delta_{ij}$, then $AB=1$, so $A=B^{-1}$: the projectors are the only biorthogonal functions of this form.

For an example, take $R=1$, $k=(1-r^2)^2$, $u_0=\sin(\pi r/2)$ and $u_1=\sin(\pi r)$. The weight is positive for $0<r<1$. If $c_0u_0+c_1u_1=0$ on $[0,1]$, then $r=1$ gives $c_0=0$, and $r=1/2$ gives $c_1=0$.

## Radial functions and matrices in Lean

The finite type `ι` labels the partial waves, and `u i` is a function on all of $\mathbb R$.

```lean
import Mathlib

open Matrix Set

namespace PAWProjectors

noncomputable section

variable {ι : Type*} [Fintype ι] {R : ℝ} {k : ℝ → ℝ} {u : ι → ℝ → ℝ}
```

The name `overlap` denotes the weighted matrix $B$, not the usual overlap $\int u_iu_j\,dr$.

```lean
/-- The matrix `B i j = ∫ k u_i u_j` of the partial waves `u` on `[0, R]`, weighted with the
shape function `k`. -/
def overlap (R : ℝ) (k : ℝ → ℝ) (u : ι → ℝ → ℝ) : Matrix ι ι ℝ :=
  Matrix.of fun i j => ∫ r in (0 : ℝ)..R, k r * u i r * u j r
```

The projector formula applies at every $r$, although only $[0,R]$ enters the integrals; a physical projector is set to zero beyond $R$.

```lean
/-- The projector function `p_i = ∑ j, (B⁻¹) i j k u_j`, for an invertible matrix `B`. -/
def projector [DecidableEq ι] (R : ℝ) (k : ℝ → ℝ) (u : ι → ℝ → ℝ) (i : ι) (r : ℝ) : ℝ :=
  ∑ j, (overlap R k u)⁻¹ i j * (k r * u j r)
```

The passage to three dimensions, with division by $r$, spherical harmonics and their orthogonality, is left to the physical reading.

## Independence and the quadratic form

Independence refers to the restrictions of the functions to `Icc 0 R`, the closed interval. The first theorem turns it into the pointwise condition used above.

```lean
/-- Partial waves are linearly independent on `[0, R]` exactly when only the trivial
combination of them vanishes at every point of the interval. -/
theorem independent_iff :
    LinearIndependent ℝ (fun i (r : Icc (0 : ℝ) R) => u i r) ↔
      ∀ c : ι → ℝ, (∀ r ∈ Icc 0 R, ∑ i, c i * u i r = 0) → c = 0 := by
  rw [Fintype.linearIndependent_iff]
  constructor
  · intro h c hc
    funext i
    exact h c (funext fun r => by simpa [Finset.sum_apply] using hc r r.2) i
  · intro h c hc i
    exact congrFun (h c fun r hr => by
      simpa [Finset.sum_apply] using congrFun hc ⟨r, hr⟩) i
```

Next comes the identity for $c^TBc$. The auxiliary statement `e` expands the square, and continuity provides the integrability needed to exchange integral and sums.

```lean
/-- For continuous `k` and `u_i`, the quadratic form of `B` is the weighted integral of the
squared combination of partial waves. -/
theorem overlap_quadratic_form (hR : 0 ≤ R) (hk : ContinuousOn k (Icc 0 R))
    (hu : ∀ i, ContinuousOn (u i) (Icc 0 R)) (c : ι → ℝ) :
    c ⬝ᵥ (overlap R k u *ᵥ c) = ∫ r in (0 : ℝ)..R, k r * (∑ i, c i * u i r) ^ 2 := by
  have e : ∀ r, k r * (∑ i, c i * u i r) ^ 2 =
      ∑ i, ∑ j, c i * c j * (k r * u i r * u j r) := by
    intro r
    rw [sq, Finset.sum_mul_sum, Finset.mul_sum]
    refine Finset.sum_congr rfl fun i _ => ?_
    rw [Finset.mul_sum]
    exact Finset.sum_congr rfl fun j _ => by ring
  have hc : ∀ i j, ContinuousOn (fun r => c i * c j * (k r * u i r * u j r)) (Icc 0 R) :=
    fun i j => continuousOn_const.mul ((hk.mul (hu i)).mul (hu j))
  simp only [e]
  -- exchange the integral with both finite sums
  rw [intervalIntegral.integral_finsetSum fun i _ =>
    (continuousOn_finsetSum _ fun j _ => hc i j).intervalIntegrable_of_Icc hR]
  simp only [dotProduct, Matrix.mulVec, Finset.mul_sum]
  refine Finset.sum_congr rfl fun i _ => ?_
  rw [intervalIntegral.integral_finsetSum fun j _ => (hc i j).intervalIntegrable_of_Icc hR]
  refine Finset.sum_congr rfl fun j _ => ?_
  rw [intervalIntegral.integral_const_mul]
  simp only [overlap, Matrix.of_apply]
  ring
```

In the positivity proof, `habs` extends $k=|k|$ from the open interval to its endpoints, which gives $k\ge0$ there. The statement `hex` finds the point $r_0$, and `intervalIntegral.integral_pos` concludes.

```lean
/-- For continuous partial waves linearly independent on `[0, R]`, and a continuous shape function
positive on `(0, R)`, with `R > 0`, the matrix `B` is positive definite. -/
theorem overlap_posDef (hR : 0 < R) (hk : ContinuousOn k (Icc 0 R))
    (hpos : ∀ r ∈ Ioo 0 R, 0 < k r) (hu : ∀ i, ContinuousOn (u i) (Icc 0 R))
    (hli : LinearIndependent ℝ (fun i (r : Icc (0 : ℝ) R) => u i r)) :
    (overlap R k u).PosDef := by
  rw [Matrix.posDef_iff_dotProduct_mulVec]
  refine ⟨Matrix.IsHermitian.ext fun i j => ?_, fun c hc => ?_⟩
  · simp only [overlap, Matrix.of_apply, star_trivial]
    exact intervalIntegral.integral_congr fun r _ => by ring
  · rw [star_trivial, overlap_quadratic_form hR.le hk hu]
    have hs : ContinuousOn (fun r => ∑ i, c i * u i r) (Icc 0 R) :=
      continuousOn_finsetSum _ fun i _ => continuousOn_const.mul (hu i)
    have hcl : Icc 0 R ⊆ closure (Ioo 0 R) := (closure_Ioo hR.ne).ge
    -- by continuity the shape function is non-negative at the endpoints too
    have habs : EqOn k (fun r => |k r|) (Icc 0 R) :=
      EqOn.of_subset_closure (fun r hr => (abs_of_pos (hpos r hr)).symm) hk hk.abs
        Ioo_subset_Icc_self hcl
    have hk0 : ∀ r ∈ Icc 0 R, 0 ≤ k r := fun r hr => (abs_nonneg (k r)).trans_eq (habs hr).symm
    -- the combination cannot vanish on the whole open interval
    have hex : ∃ r ∈ Ioo 0 R, ∑ i, c i * u i r ≠ 0 := by
      by_contra h
      have h0 : EqOn (fun r => ∑ i, c i * u i r) (fun _ => 0) (Ioo 0 R) :=
        fun r hr => by_contra fun hn => h ⟨r, hr, hn⟩
      have h1 := h0.of_subset_closure hs continuousOn_const Ioo_subset_Icc_self hcl
      exact hc (independent_iff.mp hli c fun r hr => h1 hr)
    obtain ⟨r, hr, hne⟩ := hex
    exact intervalIntegral.integral_pos hR (hk.mul (hs.pow 2))
      (fun x hx => mul_nonneg (hk0 x (Ioc_subset_Icc_self hx)) (sq_nonneg _))
      ⟨r, Ioo_subset_Icc_self hr, mul_pos (hpos r hr) (pow_pos (abs_pos.mpr hne) 2 |>.trans_eq
        (sq_abs _))⟩
```

The converse needs no sign condition on $k$: a vanishing combination makes the quadratic form zero, which contradicts positive definiteness unless $c=0$.

```lean
/-- Conversely, for continuous `k` and `u_i`, a positive definite `B` forces the partial waves
to be linearly independent on `[0, R]`. -/
theorem independent_of_posDef (hR : 0 ≤ R) (hk : ContinuousOn k (Icc 0 R))
    (hu : ∀ i, ContinuousOn (u i) (Icc 0 R)) (hB : (overlap R k u).PosDef) :
    LinearIndependent ℝ (fun i (r : Icc (0 : ℝ) R) => u i r) := by
  refine independent_iff.mpr fun c hc => by_contra fun hne => ?_
  have h := (Matrix.posDef_iff_dotProduct_mulVec.mp hB).2 hne
  rw [star_trivial, overlap_quadratic_form hR hk hu] at h
  have hz : ∫ r in (0 : ℝ)..R, k r * (∑ i, c i * u i r) ^ 2 = ∫ _r in (0 : ℝ)..R, (0 : ℝ) := by
    refine intervalIntegral.integral_congr fun r hr => ?_
    rw [uIcc_of_le hR] at hr
    simp [hc r hr]
  rw [hz, intervalIntegral.integral_zero] at h
  exact lt_irrefl _ h
```

## Pairing projectors with partial waves

The following theorem is the formula for $(AB)_{ij}$, obtained by moving the finite sum outside the integral.

```lean
/-- For continuous `k` and `u_i`, integrating `∑ l, A i l k u_l` against `u_j` gives the
entry `i j` of the matrix product `A B`. -/
theorem pairing_eq_mul (hR : 0 ≤ R) (hk : ContinuousOn k (Icc 0 R))
    (hu : ∀ i, ContinuousOn (u i) (Icc 0 R)) (A : Matrix ι ι ℝ) (i j : ι) :
    ∫ r in (0 : ℝ)..R, (∑ l, A i l * (k r * u l r)) * u j r = (A * overlap R k u) i j := by
  have e : ∀ r, (∑ l, A i l * (k r * u l r)) * u j r =
      ∑ l, A i l * (k r * u l r * u j r) := by
    intro r
    rw [Finset.sum_mul]
    exact Finset.sum_congr rfl fun l _ => by ring
  have hc : ∀ l, ContinuousOn (fun r => A i l * (k r * u l r * u j r)) (Icc 0 R) :=
    fun l => continuousOn_const.mul ((hk.mul (hu l)).mul (hu j))
  simp only [e]
  rw [intervalIntegral.integral_finsetSum fun l _ => (hc l).intervalIntegrable_of_Icc hR]
  simp only [Matrix.mul_apply, overlap, Matrix.of_apply, intervalIntegral.integral_const_mul]
```

Positive definiteness gives a non-zero determinant, so the inverse in `projector` cancels $B$. The `if` expression is $\delta_{ij}$.

```lean
variable [DecidableEq ι]

/-- For continuous partial waves linearly independent on `[0, R]`, and a continuous shape function
positive on `(0, R)`, with `R > 0`, the projectors are biorthogonal to the partial waves. -/
theorem projector_biorthogonal (hR : 0 < R) (hk : ContinuousOn k (Icc 0 R))
    (hpos : ∀ r ∈ Ioo 0 R, 0 < k r) (hu : ∀ i, ContinuousOn (u i) (Icc 0 R))
    (hli : LinearIndependent ℝ (fun i (r : Icc (0 : ℝ) R) => u i r)) (i j : ι) :
    ∫ r in (0 : ℝ)..R, projector R k u i r * u j r = if i = j then 1 else 0 := by
  have hdet := (overlap_posDef hR hk hpos hu hli).det_pos.ne'.isUnit
  unfold projector
  rw [pairing_eq_mul hR.le hk hu, Matrix.nonsing_inv_mul _ hdet, Matrix.one_apply]
```

For uniqueness, biorthogonality is itself the hypothesis `hA`. It yields $AB=1$, so neither independence nor positivity of $k$ has to be assumed.

```lean
/-- For continuous `k` and `u_i`, any functions `∑ l, A i l k u_l` that are biorthogonal to
the partial waves are the projectors. -/
theorem projector_unique (hR : 0 ≤ R) (hk : ContinuousOn k (Icc 0 R))
    (hu : ∀ i, ContinuousOn (u i) (Icc 0 R)) (A : Matrix ι ι ℝ)
    (hA : ∀ i j, ∫ r in (0 : ℝ)..R, (∑ l, A i l * (k r * u l r)) * u j r =
      if i = j then 1 else 0) (i : ι) (r : ℝ) :
    ∑ l, A i l * (k r * u l r) = projector R k u i r := by
  have h : A * overlap R k u = 1 := by
    ext a b
    rw [← pairing_eq_mul hR hk hu, hA, Matrix.one_apply]
  rw [projector, Matrix.inv_eq_left_inv h]
```

## Two sine waves on the unit interval

The indices 0 and 1 of `Fin 2` label the two functions of the example. Both vanish at the origin, as $r$ times a regular radial function must.

```lean
/-- The partial waves `sin (π r / 2)` and `sin (π r)`. -/
def sineWaves : Fin 2 → ℝ → ℝ :=
  ![fun r => Real.sin (Real.pi * r / 2), fun r => Real.sin (Real.pi * r)]
```

The proof checks continuity and positivity, then obtains independence in `hli` by evaluating at $r=1$ and $r=1/2$. The two general theorems give the conclusion.

```lean
/-- On `[0, 1]` with shape function `(1 - r²)²`, the waves `sin (π r / 2)` and `sin (π r)` have
a positive definite matrix `B`, and their projectors are biorthogonal to them. -/
theorem sineWaves_biorthogonal :
    (overlap 1 (fun r => (1 - r ^ 2) ^ 2) sineWaves).PosDef ∧
      ∀ i j, ∫ r in (0 : ℝ)..1, projector 1 (fun r => (1 - r ^ 2) ^ 2) sineWaves i r *
        sineWaves j r = if i = j then 1 else 0 := by
  have hk : ContinuousOn (fun r : ℝ => (1 - r ^ 2) ^ 2) (Icc 0 1) := by fun_prop
  have hpos : ∀ r ∈ Ioo (0 : ℝ) 1, 0 < (1 - r ^ 2) ^ 2 := fun r hr =>
    pow_pos (by nlinarith [hr.1, hr.2]) 2
  have hu : ∀ i, ContinuousOn (sineWaves i) (Icc 0 1) := Fin.forall_fin_two.mpr
    ⟨(by fun_prop : Continuous fun r : ℝ => Real.sin (Real.pi * r / 2)).continuousOn,
      (by fun_prop : Continuous fun r : ℝ => Real.sin (Real.pi * r)).continuousOn⟩
  have hli : LinearIndependent ℝ (fun i (r : Icc (0 : ℝ) 1) => sineWaves i r) := by
    refine independent_iff.mpr fun c hc => ?_
    have h (r : ℝ) (hr : r ∈ Icc (0 : ℝ) 1) :
        c 0 * Real.sin (Real.pi * r / 2) + c 1 * Real.sin (Real.pi * r) = 0 := by
      have h' := hc r hr
      rw [Fin.sum_univ_two] at h'
      exact h'
    -- r = 1 isolates the first coefficient, r = 1/2 then gives the second
    have h1 := h 1 (by constructor <;> norm_num)
    rw [mul_one, Real.sin_pi_div_two, Real.sin_pi] at h1
    have h0 : c 0 = 0 := by linarith
    have h2 := h (1 / 2) (by constructor <;> norm_num)
    rw [h0, show Real.pi * (1 / 2) = Real.pi / 2 by ring, Real.sin_pi_div_two] at h2
    exact funext (Fin.forall_fin_two.mpr ⟨h0, by simpa using h2⟩)
  exact ⟨overlap_posDef one_pos hk hpos hu hli,
    projector_biorthogonal one_pos hk hpos hu hli⟩

end

end PAWProjectors
```

```lean
#print axioms PAWProjectors.independent_of_posDef
#print axioms PAWProjectors.projector_biorthogonal
#print axioms PAWProjectors.projector_unique
#print axioms PAWProjectors.sineWaves_biorthogonal
```

```
'PAWProjectors.independent_of_posDef' depends on axioms: [propext, Classical.choice, Quot.sound]
'PAWProjectors.projector_biorthogonal' depends on axioms: [propext, Classical.choice, Quot.sound]
'PAWProjectors.projector_unique' depends on axioms: [propext, Classical.choice, Quot.sound]
'PAWProjectors.sineWaves_biorthogonal' depends on axioms: [propext, Classical.choice, Quot.sound]
```
